# The energy slope of the R-matrix is the S-norm of the driven wave

## Pencil, wave and R-matrix

Let \(H\) and \(S\) be real symmetric matrices of the same finite size, \(v\) a real vector and \(\varepsilon\) a real energy. Define

\[
A(\varepsilon)=H-\varepsilon S,\qquad x(\varepsilon)=A(\varepsilon)^{-1}v,\qquad R(\varepsilon)=v\cdot x(\varepsilon).
\]

An energy is called regular if \(\det A(\varepsilon)\neq 0\). The number \(y\cdot Sy\) is called the \(S\)-norm of \(y\); it is quadratic in \(y\) and may be negative.

The matrices represent a radial problem inside a sphere, expanded in a fixed finite basis. \(H\) contains the kinetic energy, with the surface term that makes it symmetric on the sphere, and the potential, including its nonlocal part. \(S\) is the overlap inside the sphere, including the ultrasoft augmentation charges. The entries of \(v\) are the values of the basis functions at the surface. A wave with prescribed slope at the surface solves \(Ax=v\) up to a factor, and \(v\cdot x\) is then its surface value. This holds for the radial equation projected on the basis. When the surface term just cancels the boundary term of the kinetic energy, \(R\) is therefore value over slope, the inverse logarithmic derivative, up to a positive factor. Where \(R\neq0\), a rising \(R\) means a falling logarithmic derivative.

## What is proved

1. At a regular energy, \(R'(\varepsilon)=x(\varepsilon)\cdot S\,x(\varepsilon)\).
2. If \(S\) is positive definite and \(v\neq0\), then \(R\) is strictly increasing on every interval of regular energies.
3. At a regular energy, \(R'<0\) exactly when the wave has negative \(S\)-norm. Some \(v\) gives \(R'<0\) there exactly when some vector has negative \(S\)-norm.

Positive definiteness means physically that every nonzero wave in the basis has a positive norm, that is a positive electron count, inside the sphere once augmentation is counted. Within this finite model with energy-independent \(H\) and \(S\), a falling \(R\) at a regular energy in a scattering test of an ultrasoft pseudopotential therefore reveals an overlap that is not positive definite. A rising \(R\) for one particular \(v\) does not establish the opposite.

## From two energies to the slope

Take regular energies \(a\) and \(b\). Since \(A(a)\) is symmetric, it can act to the left:

\[
x(a)\cdot A(a)x(b)=\bigl(A(a)x(a)\bigr)\cdot x(b)=v\cdot x(b)=R(b).
\]

Letting \(A(b)\) act to the right gives

\[
x(a)\cdot A(b)x(b)=x(a)\cdot v=R(a).
\]

Because \(A(a)-A(b)=(b-a)S\), subtraction yields

\[
R(b)-R(a)=(b-a)\,x(a)\cdot S\,x(b).
\]

This is the matrix form of the Wronskian argument for two solutions at different energies.

Now set \(a=\varepsilon\). The determinant is continuous in the energy, so all energies \(b\) close to \(\varepsilon\) are regular too. For \(b\neq\varepsilon\),

\[
\frac{R(b)-R(\varepsilon)}{b-\varepsilon}=x(\varepsilon)\cdot S\,x(b).
\]

The formula \(x(b)=\operatorname{adj}A(b)\,v/\det A(b)\) shows that \(x(b)\to x(\varepsilon)\) as \(b\to\varepsilon\). Hence \(R'(\varepsilon)=x(\varepsilon)\cdot S\,x(\varepsilon)\).

## The sign of the slope

If \(v\neq0\), then \(x(\varepsilon)\neq0\), since \(A(\varepsilon)x(\varepsilon)=v\). A positive definite \(S\) then gives \(R'>0\) at every regular energy. For \(a<b\) in an interval of regular energies, the mean value theorem supplies a \(\xi\) between them with \(R(b)-R(a)=(b-a)R'(\xi)>0\).

Conversely, suppose that \(y\cdot Sy<0\) for some \(y\), and fix a regular energy \(\varepsilon\). The choice \(v=A(\varepsilon)y\) gives \(x(\varepsilon)=y\), so this \(v\) produces a negative slope. In the radial problem \(v\) is fixed by the basis, so a test with that basis need not show a negative slope at this energy.

A positive diagonal of \(S\) does not exclude a negative slope. Take

\[
H=1,\qquad S=\begin{pmatrix}1&2\\2&1\end{pmatrix},\qquad v=\begin{pmatrix}1\\-1\end{pmatrix},\qquad \varepsilon=0.
\]

Then \(x=v\), \(Sx=(-1,1)\) and \(R'(0)=-2\). With \(v\) normalised to unit length the slope is \(-1\), the negative eigenvalue of \(S\). The matrices are chosen for easy arithmetic and are not taken from an actual pseudopotential.

## The Lean file

```lean
import Mathlib

open Matrix Topology

namespace UltrasoftLogDerivative

noncomputable section

variable {n : Type*} [Fintype n] [DecidableEq n]

/-- The generalized Hamiltonian `H - ε S` at energy `ε`, with overlap matrix `S`. -/
def pencil (H S : Matrix n n ℝ) (ε : ℝ) : Matrix n n ℝ := H - ε • S

/-- The wave `x(ε) = (H - ε S)⁻¹ v` driven by the surface vector `v`. -/
def wave (H S : Matrix n n ℝ) (v : n → ℝ) (ε : ℝ) : n → ℝ :=
  (pencil H S ε)⁻¹ *ᵥ v

/-- The R-matrix `R(ε) = v · (H - ε S)⁻¹ v`. -/
def rMatrix (H S : Matrix n n ℝ) (v : n → ℝ) (ε : ℝ) : ℝ :=
  v ⬝ᵥ wave H S v ε

/-- At a regular energy the wave solves the driven equation `(H - ε S) x = v`. -/
theorem pencil_mulVec_wave (H S : Matrix n n ℝ) (v : n → ℝ) {ε : ℝ}
    (h : (pencil H S ε).det ≠ 0) : pencil H S ε *ᵥ wave H S v ε = v := by
  rw [wave, Matrix.mulVec_mulVec,
    Matrix.mul_nonsing_inv _ (isUnit_iff_ne_zero.mpr h), Matrix.one_mulVec]

/-- Two-energy identity: the R-matrix changes between two regular energies by the energy
difference times the `S`-overlap of the two waves. -/
theorem rMatrix_sub {H S : Matrix n n ℝ} (hH : H.IsSymm) (hS : S.IsSymm) (v : n → ℝ)
    {a b : ℝ} (ha : (pencil H S a).det ≠ 0) (hb : (pencil H S b).det ≠ 0) :
    rMatrix H S v b - rMatrix H S v a
      = (b - a) * (wave H S v a ⬝ᵥ S *ᵥ wave H S v b) := by
  have hA : (pencil H S a)ᵀ = pencil H S a := by
    rw [pencil, Matrix.transpose_sub, Matrix.transpose_smul, hH.eq, hS.eq]
  -- let the operator at energy `a` act to the left
  have h1 : wave H S v a ⬝ᵥ (pencil H S a *ᵥ wave H S v b) = v ⬝ᵥ wave H S v b := by
    rw [Matrix.dotProduct_mulVec, ← Matrix.mulVec_transpose, hA,
      pencil_mulVec_wave H S v ha]
  -- let the operator at energy `b` act to the right
  have h2 : wave H S v a ⬝ᵥ (pencil H S b *ᵥ wave H S v b) = v ⬝ᵥ wave H S v a := by
    rw [pencil_mulVec_wave H S v hb, dotProduct_comm]
  have h3 : pencil H S a = pencil H S b + (b - a) • S := by
    unfold pencil
    module
  rw [h3, Matrix.add_mulVec, Matrix.smul_mulVec, dotProduct_add, dotProduct_smul,
    smul_eq_mul, h2] at h1
  unfold rMatrix
  linarith

omit [Fintype n] [DecidableEq n] in
/-- The generalized Hamiltonian depends continuously on the energy. -/
theorem continuous_pencil (H S : Matrix n n ℝ) : Continuous (pencil H S) :=
  continuous_const.sub (continuous_id.smul continuous_const)

/-- The wave depends continuously on the energy at every regular energy. -/
theorem continuousAt_wave (H S : Matrix n n ℝ) (v : n → ℝ) {ε : ℝ}
    (h : (pencil H S ε).det ≠ 0) : ContinuousAt (wave H S v) ε := by
  have hp := continuous_pencil H S
  -- write the inverse as adjugate over determinant
  have heq : wave H S v
      = fun e => (pencil H S e).det⁻¹ • ((pencil H S e).adjugate *ᵥ v) := by
    funext e
    rw [wave, Matrix.inv_def, Ring.inverse_eq_inv', Matrix.smul_mulVec]
  rw [heq]
  exact (hp.matrix_det.continuousAt.inv₀ h).smul
    (hp.matrix_adjugate.matrix_mulVec continuous_const).continuousAt

/-- At a regular energy the energy derivative of the R-matrix is the `S`-norm `x · S x`
of the wave. -/
theorem hasDerivAt_rMatrix {H S : Matrix n n ℝ} (hH : H.IsSymm) (hS : S.IsSymm)
    (v : n → ℝ) {ε : ℝ} (h : (pencil H S ε).det ≠ 0) :
    HasDerivAt (rMatrix H S v) (wave H S v ε ⬝ᵥ S *ᵥ wave H S v ε) ε := by
  rw [hasDerivAt_iff_tendsto_slope]
  have hg : Continuous (fun y : n → ℝ => wave H S v ε ⬝ᵥ S *ᵥ y) := by
    simp only [dotProduct, Matrix.mulVec]
    fun_prop
  have hc : Filter.Tendsto (fun e => wave H S v ε ⬝ᵥ S *ᵥ wave H S v e) (𝓝 ε)
      (𝓝 (wave H S v ε ⬝ᵥ S *ᵥ wave H S v ε)) :=
    (hg.tendsto (wave H S v ε)).comp (continuousAt_wave H S v h).tendsto
  have hev : ∀ᶠ e in 𝓝 ε, (pencil H S e).det ≠ 0 :=
    (continuous_pencil H S).matrix_det.continuousAt.eventually_ne h
  -- the difference quotient is the overlap of waves at two nearby energies
  refine (hc.mono_left nhdsWithin_le_nhds).congr' ?_
  filter_upwards [hev.filter_mono nhdsWithin_le_nhds, self_mem_nhdsWithin] with e he hne
  have hne' : e ≠ ε := hne
  rw [slope_def_field, rMatrix_sub hH hS v h he,
    mul_div_cancel_left₀ _ (sub_ne_zero.mpr hne')]

/-- For a positive definite overlap and a nonzero surface vector, the R-matrix is strictly
increasing on every energy interval on which `H - ε S` stays invertible. -/
theorem rMatrix_strictMonoOn {H S : Matrix n n ℝ} (hH : H.IsSymm) (hS : S.IsSymm)
    (hpos : ∀ y : n → ℝ, y ≠ 0 → 0 < y ⬝ᵥ S *ᵥ y) {v : n → ℝ} (hv : v ≠ 0)
    {D : Set ℝ} (hD : Convex ℝ D) (hreg : ∀ ε ∈ D, (pencil H S ε).det ≠ 0) :
    StrictMonoOn (rMatrix H S v) D := by
  apply strictMonoOn_of_deriv_pos hD
  · intro ε hε
    exact (hasDerivAt_rMatrix hH hS v (hreg ε hε)).continuousAt.continuousWithinAt
  · intro ε hε
    have h := hreg ε (interior_subset hε)
    rw [(hasDerivAt_rMatrix hH hS v h).deriv]
    apply hpos
    -- a vanishing wave could not be driven by a nonzero surface vector
    intro h0
    apply hv
    rw [← pencil_mulVec_wave H S v h, h0, Matrix.mulVec_zero]

/-- At a regular energy the R-matrix has negative slope exactly when the wave has
negative `S`-norm. -/
theorem deriv_rMatrix_neg_iff {H S : Matrix n n ℝ} (hH : H.IsSymm) (hS : S.IsSymm)
    (v : n → ℝ) {ε : ℝ} (h : (pencil H S ε).det ≠ 0) :
    deriv (rMatrix H S v) ε < 0 ↔ wave H S v ε ⬝ᵥ S *ᵥ wave H S v ε < 0 := by
  rw [(hasDerivAt_rMatrix hH hS v h).deriv]

/-- At a regular energy, some surface vector gives an R-matrix of negative slope exactly
when the overlap matrix has a vector of negative norm. -/
theorem exists_deriv_neg_iff {H S : Matrix n n ℝ} (hH : H.IsSymm) (hS : S.IsSymm)
    {ε : ℝ} (h : (pencil H S ε).det ≠ 0) :
    (∃ v : n → ℝ, deriv (rMatrix H S v) ε < 0) ↔ ∃ y : n → ℝ, y ⬝ᵥ S *ᵥ y < 0 := by
  constructor
  · rintro ⟨v, hv⟩
    exact ⟨wave H S v ε, (deriv_rMatrix_neg_iff hH hS v h).mp hv⟩
  · rintro ⟨y, hy⟩
    -- choose the surface vector that drives exactly the wave `y`
    refine ⟨pencil H S ε *ᵥ y, (deriv_rMatrix_neg_iff hH hS _ h).mpr ?_⟩
    have hw : wave H S (pencil H S ε *ᵥ y) ε = y := by
      rw [wave, Matrix.mulVec_mulVec,
        Matrix.nonsing_inv_mul _ (isUnit_iff_ne_zero.mpr h), Matrix.one_mulVec]
    rw [hw]
    exact hy

/-- A two-by-two overlap matrix with positive diagonal and larger off-diagonal entries for which,
with `H = 1` and `v = (1, -1)`, the R-matrix has slope `-2` at zero energy. -/
theorem negative_slope_witness :
    HasDerivAt (rMatrix (1 : Matrix (Fin 2) (Fin 2) ℝ) !![1, 2; 2, 1] ![1, -1]) (-2) 0 := by
  have hS : (!![1, 2; 2, 1] : Matrix (Fin 2) (Fin 2) ℝ).IsSymm := by
    apply Matrix.IsSymm.ext
    intro i j
    fin_cases i <;> fin_cases j <;> rfl
  have hp : pencil (1 : Matrix (Fin 2) (Fin 2) ℝ) !![1, 2; 2, 1] 0 = 1 := by
    rw [pencil, zero_smul, sub_zero]
  have hw : wave (1 : Matrix (Fin 2) (Fin 2) ℝ) !![1, 2; 2, 1] ![1, -1] 0 = ![1, -1] := by
    rw [wave, hp, inv_one, Matrix.one_mulVec]
  have h := hasDerivAt_rMatrix Matrix.isSymm_one hS ![1, -1] (ε := 0)
    (by rw [hp, Matrix.det_one]; exact one_ne_zero)
  rw [hw] at h
  refine h.congr_deriv ?_
  norm_num [Matrix.mulVec, dotProduct, Fin.sum_univ_succ]

end

end UltrasoftLogDerivative
```

```lean
#print axioms UltrasoftLogDerivative.rMatrix_strictMonoOn
#print axioms UltrasoftLogDerivative.deriv_rMatrix_neg_iff
#print axioms UltrasoftLogDerivative.exists_deriv_neg_iff
```

```
'UltrasoftLogDerivative.rMatrix_strictMonoOn' depends on axioms: [propext, Classical.choice, Quot.sound]
'UltrasoftLogDerivative.deriv_rMatrix_neg_iff' depends on axioms: [propext, Classical.choice, Quot.sound]
'UltrasoftLogDerivative.exists_deriv_neg_iff' depends on axioms: [propext, Classical.choice, Quot.sound]
```

## Reading the formal statements

The definitions `pencil`, `wave` and `rMatrix` are \(A\), \(x\) and \(R\). The finite type `n` labels the basis functions, `*ᵥ` applies a matrix to a vector, and `⬝ᵥ` is the real dot product. Symmetry enters through `IsSymm`, and regularity through a nonzero determinant.

`HasDerivAt` in `hasDerivAt_rMatrix` says that the derivative exists and has the stated value. In `rMatrix_strictMonoOn`, positive definiteness is the hypothesis `hpos`, and the interval is a convex set `D` of real numbers, all of them regular. This asks for slightly more than the absence of poles in \(R\): for positive definite \(S\), if \(A\) is singular at some energy and \(v\) is orthogonal to its whole null space there, \(R\) approaches a finite limit at that energy instead of having a pole.

The identification of \(R\) with an inverse logarithmic derivative is physical input. The matrices are given, so neither the radial equation nor the construction of the augmentation charges appears, and basis-set convergence is not addressed.

## How the proof follows the derivation

`pencil_mulVec_wave` proves \(Ax=v\). In `rMatrix_sub`, the steps `h1` and `h2` are the actions to the left and to the right, `h3` is the difference of the two pencils, and `linarith` finishes the subtraction.

`continuous_pencil` and `continuousAt_wave` supply continuity, the latter by writing the inverse as adjugate over determinant. `hasDerivAt_rMatrix` turns the derivative into a limit of difference quotients. There `hc` is the limit of the overlap \(x(\varepsilon)\cdot S\,x(e)\) as \(e\to\varepsilon\), and `hev` says that nearby energies are regular. The two-energy identity then shows that quotient and overlap agree for \(e\neq\varepsilon\).

`rMatrix_strictMonoOn` applies Mathlib's monotonicity criterion, which needs continuity on `D` and a positive derivative in its interior. The final lines show that a zero wave would force \(v=0\).

`deriv_rMatrix_neg_iff` substitutes the derivative formula. `exists_deriv_neg_iff` uses the wave itself as the negative direction one way, and the vector `pencil H S ε *ᵥ y` the other way. `negative_slope_witness` evaluates the two-by-two example.
